# Renormalised explicit Euler steps under the torque m × B keep a unit moment at unit length

A single magnetic moment, a real three-component vector m, is advanced in a fixed field B by explicit Euler steps m + h m × B, each followed by division by the Euclidean length of the result. The theorem `traj_unit` says that if the starting moment has unit length, so has the moment after any number n of steps, for every real step size h and every B. The proof is by induction on n. For a unit moment the bare Euler update has squared length 1 + h² |m × B|², which is positive because |m × B|² is nonnegative, so dividing by the length is legitimate and gives a unit vector.

As first written in Lean, the proof fails:

```lean
import Mathlib

open Matrix Filter Topology

namespace TrajUnit

noncomputable section

/-- The squared length of the torque `m × B`. -/
def torqueSq (B m : Fin 3 → ℝ) : ℝ := (m ⨯₃ B) ⬝ᵥ (m ⨯₃ B)

/-- The explicit Euler update `m + h m × B`, before renormalization. -/
def push (h : ℝ) (B m : Fin 3 → ℝ) : Fin 3 → ℝ := m + h • (m ⨯₃ B)

/-- The inverse Euclidean length of the Euler update, for a nonzero moment `m`. -/
def shrink (h : ℝ) (B m : Fin 3 → ℝ) : ℝ := (√(push h B m ⬝ᵥ push h B m))⁻¹

/-- One step of renormalized explicit Euler, for a nonzero moment `m`:
the Euler update divided by its length. -/
def step (h : ℝ) (B m : Fin 3 → ℝ) : Fin 3 → ℝ := shrink h B m • push h B m

/-- The moment after `n` steps of renormalized explicit Euler, started from `m₀`. -/
def traj (h : ℝ) (B m₀ : Fin 3 → ℝ) : ℕ → Fin 3 → ℝ
  | 0 => m₀
  | n + 1 => step h B (traj h B m₀ n)

/-- The squared length of the bare Euler update is that of the moment plus `h² |m × B|²`. -/
theorem push_sq (h : ℝ) (B m : Fin 3 → ℝ) :
    push h B m ⬝ᵥ push h B m = m ⬝ᵥ m + h ^ 2 * torqueSq B m := by
  simp only [push, torqueSq, cross_apply, dotProduct, Fin.sum_univ_three, Pi.add_apply,
    Pi.smul_apply, smul_eq_mul, Matrix.cons_val]
  ring

/-- Renormalized explicit Euler keeps a unit moment at unit length for all steps. -/
theorem traj_unit (h : ℝ) (B : Fin 3 → ℝ) {m₀ : Fin 3 → ℝ} (hm : m₀ ⬝ᵥ m₀ = 1) (n : ℕ) :
    traj h B m₀ n ⬝ᵥ traj h B m₀ n = 1 := by
  induction n with
  | zero => exact hm
  | succ n ih =>
    have hS : 0 ≤ torqueSq B (traj h B m₀ n) :=
      Finset.sum_nonneg fun i _ => mul_self_nonneg _
    have hp : 0 < push h B (traj h B m₀ n) ⬝ᵥ push h B (traj h B m₀ n) := by
      rw [push_sq, ih]
      positivity
    rw [traj, step, smul_dotProduct, dotProduct_smul, smul_eq_mul, smul_eq_mul, shrink,
      ← mul_assoc, ← mul_inv, Real.mul_self_sqrt hp.le, inv_mul_cancel₀ hp.ne']

end

end TrajUnit
```

Compiling this gives:

```
Main.lean:41:6: error: Type mismatch
  Finset.sum_nonneg fun i x => mul_self_nonneg (?m.55 i)
has type
  0 ≤ ∑ i ∈ ?m.41, ?m.55 i * ?m.55 i
but is expected to have type
  0 ≤ torqueSq B (traj h B m₀ n)
```

The error is in the proof of `hS`, the claim that the squared torque is nonnegative. `Finset.sum_nonneg` proves that a finite sum is nonnegative when its terms are, and `mul_self_nonneg` supplies that for terms of the form a · a. The goal, however, reads `0 ≤ torqueSq B (traj h B m₀ n)`, with no sum in sight: `torqueSq` is defined as a `dotProduct`, and only the definition of `dotProduct` is a sum. Lean did not get through these two definitions when matching the types, and the message shows the index set and the summand still undetermined, as `?m.41` and `?m.55`.

The repair turns the proof into a tactic block and first runs `unfold torqueSq dotProduct`. The goal is then openly a sum over the components of m × B, each multiplied by itself, and the same term as before, now given by `exact`, fits it. The mathematical argument is unchanged.

The change, after which it compiles:

```diff
@@ -38,6 +38,7 @@
   | zero => exact hm
   | succ n ih =>
-    have hS : 0 ≤ torqueSq B (traj h B m₀ n) :=
-      Finset.sum_nonneg fun i _ => mul_self_nonneg _
+    have hS : 0 ≤ torqueSq B (traj h B m₀ n) := by
+      unfold torqueSq dotProduct
+      exact Finset.sum_nonneg fun i _ => mul_self_nonneg _
     have hp : 0 < push h B (traj h B m₀ n) ⬝ᵥ push h B (traj h B m₀ n) := by
       rw [push_sq, ih]
```
